# The series \(\sum_k(-g)^k k!\), cut after \(N=1/g\) terms, misses its Borel integral by at most \(e\sqrt N\,e^{-N}\)

The partial sums of a divergent perturbation series can settle for many orders and then run away, and without an error bound the sums alone do not show how accurate the best of them was. For the integral of \(e^{-t}/(1+gt)\) over \(t>0\), at coupling \(g=1/N\) with \(N\ge 1\) a natural number, the bounds below settle both where to stop and what accuracy a partial sum can attain, up to a constant factor.

```lean
import Mathlib

open MeasureTheory Set

namespace OptimalTruncation

noncomputable section

/-- The model energy at coupling `g`: the integral of `exp(-t)/(1+gt)` over `t > 0`. -/
def borelEnergy (g : ℝ) : ℝ := ∫ t in Ioi (0 : ℝ), Real.exp (-t) / (1 + g * t)

/-- The perturbation series of the model energy, truncated after its first `n` terms. -/
def perturbationSum (g : ℝ) (n : ℕ) : ℝ :=
  ∑ k ∈ Finset.range n, (-g) ^ k * (k.factorial : ℝ)

/-- The integral of `exp(-t) t^n/(1+gt)` over `t > 0`. -/
def remainderIntegral (g : ℝ) (n : ℕ) : ℝ :=
  ∫ t in Ioi (0 : ℝ), Real.exp (-t) * t ^ n / (1 + g * t)

/-- Every moment of the exponential weight on the half-line is finite. -/
lemma moment_integrable (n : ℕ) :
    IntegrableOn (fun t : ℝ => Real.exp (-t) * t ^ n) (Ioi 0) := by
  have h := Real.GammaIntegral_convergent (s := (n : ℝ) + 1) (by positivity)
  simpa only [add_sub_cancel_right, Real.rpow_natCast] using h

/-- The `n`-th moment of the exponential weight is `n!`. -/
lemma moment_eq (n : ℕ) :
    ∫ t in Ioi (0 : ℝ), Real.exp (-t) * t ^ n = (n.factorial : ℝ) := by
  have h := Real.Gamma_eq_integral (s := (n : ℝ) + 1) (by positivity)
  rw [Real.Gamma_nat_eq_factorial] at h
  simpa only [add_sub_cancel_right, Real.rpow_natCast] using h.symm

/-- The integrand of the remainder integral is integrable for non-negative coupling. -/
lemma remainder_integrable {g : ℝ} (hg : 0 ≤ g) (n : ℕ) :
    IntegrableOn (fun t : ℝ => Real.exp (-t) * t ^ n / (1 + g * t)) (Ioi 0) := by
  refine Integrable.mono' (moment_integrable n)
    (by fun_prop : Measurable fun t : ℝ =>
      Real.exp (-t) * t ^ n / (1 + g * t)).aestronglyMeasurable ?_
  refine (ae_restrict_iff' measurableSet_Ioi).2 (ae_of_all _ fun t ht => ?_)
  have ht' : 0 < t := ht
  have hgt : 0 ≤ g * t := mul_nonneg hg ht'.le
  rw [Real.norm_of_nonneg (by positivity)]
  exact div_le_self (by positivity) (by linarith)

/-- For non-negative coupling, consecutive remainder integrals are linked by `I_n + g I_(n+1) = n!`.
-/
lemma remainder_recurrence {g : ℝ} (hg : 0 ≤ g) (n : ℕ) :
    remainderIntegral g n + g * remainderIntegral g (n + 1) = (n.factorial : ℝ) := by
  unfold remainderIntegral
  rw [← moment_eq n, ← integral_const_mul, ← integral_add (remainder_integrable hg n)
    ((remainder_integrable hg (n + 1)).const_mul g)]
  refine setIntegral_congr_fun measurableSet_Ioi fun t ht => ?_
  have ht' : 0 < t := ht
  have hb : 1 + g * t ≠ 0 := by positivity
  calc Real.exp (-t) * t ^ n / (1 + g * t) + g * (Real.exp (-t) * t ^ (n + 1) / (1 + g * t))
      = Real.exp (-t) * t ^ n * ((1 + g * t) / (1 + g * t)) := by ring
    _ = Real.exp (-t) * t ^ n := by rw [div_self hb, mul_one]

/-- For non-negative coupling, the error of the series truncated after `n` terms is exactly `(-g)^n`
times the remainder integral. -/
theorem truncation_error_eq {g : ℝ} (hg : 0 ≤ g) (n : ℕ) :
    borelEnergy g - perturbationSum g n = (-g) ^ n * remainderIntegral g n := by
  induction n with
  | zero => simp [borelEnergy, perturbationSum, remainderIntegral]
  | succ n ih =>
    have hs : perturbationSum g (n + 1)
        = perturbationSum g n + (-g) ^ n * (n.factorial : ℝ) := by
      simp only [perturbationSum, Finset.sum_range_succ]
    rw [hs]
    linear_combination ih + (-g) ^ n * remainder_recurrence hg n

/-- For non-negative coupling, the remainder integral is at least `n!/(1+g(n+1))`. -/
theorem remainder_lower {g : ℝ} (hg : 0 ≤ g) (n : ℕ) :
    (n.factorial : ℝ) / (1 + g * (n + 1)) ≤ remainderIntegral g n := by
  obtain ⟨a, ha⟩ : ∃ a : ℝ, a = 1 + g * (n + 1) := ⟨_, rfl⟩
  have hapos : 0 < a := by rw [ha]; positivity
  have i1 := (moment_integrable n).const_mul ((2 * a - 1) / a ^ 2)
  have i2 := (moment_integrable (n + 1)).const_mul (g / a ^ 2)
  -- the tangent line to 1/x at x = a lies below the curve
  have hmono := setIntegral_mono_on (i1.sub i2) (remainder_integrable hg n)
    measurableSet_Ioi (fun t ht => by
      have ht' : 0 < t := ht
      have hb : 0 < 1 + g * t := by positivity
      have key : (2 * a - (1 + g * t)) / a ^ 2 ≤ 1 / (1 + g * t) := by
        rw [div_le_div_iff₀ (by positivity) hb]
        nlinarith [sq_nonneg (a - (1 + g * t))]
      have hw : 0 ≤ Real.exp (-t) * t ^ n := by positivity
      have h := mul_le_mul_of_nonneg_left key hw
      calc _ = Real.exp (-t) * t ^ n * ((2 * a - (1 + g * t)) / a ^ 2) := by
            simp only [Pi.sub_apply]
            ring
        _ ≤ _ := h
        _ = _ := by ring)
  have hval : ∫ t in Ioi (0 : ℝ), ((2 * a - 1) / a ^ 2 * (Real.exp (-t) * t ^ n)
      - g / a ^ 2 * (Real.exp (-t) * t ^ (n + 1))) = (n.factorial : ℝ) / a := by
    rw [integral_sub i1 i2, integral_const_mul, integral_const_mul, moment_eq, moment_eq,
      Nat.factorial_succ]
    push_cast
    have h1 : g * ((n : ℝ) + 1) = a - 1 := by rw [ha]; ring
    calc _ = (n.factorial : ℝ) * (2 * a - 1 - g * ((n : ℝ) + 1)) / a ^ 2 := by ring
      _ = (n.factorial : ℝ) * a / a ^ 2 := by rw [h1]; ring
      _ = _ := by field_simp
  rw [← ha, ← hval]
  exact hmono

/-- Raising `n` by one multiplies `n! g^n` by `g(n+1)`. -/
lemma term_succ (g : ℝ) (n : ℕ) : ((n + 1).factorial : ℝ) * g ^ (n + 1)
    = (n.factorial : ℝ) * g ^ n * (g * (n + 1)) := by
  rw [Nat.factorial_succ]
  push_cast
  ring

/-- At coupling `g = 1/N` no term of the series is smaller in size than the term of
order `N`. -/
theorem least_term {g : ℝ} {N : ℕ} (hg : 0 < g) (hN : g * N = 1) (n : ℕ) :
    (N.factorial : ℝ) * g ^ N ≤ (n.factorial : ℝ) * g ^ n := by
  rcases le_total N n with h | h
  · -- beyond order N the terms grow
    induction n, h using Nat.le_induction with
    | base => exact le_rfl
    | succ m hm ih =>
      have hc : (N : ℝ) ≤ (m : ℝ) + 1 := by exact_mod_cast Nat.le_succ_of_le hm
      have h1 := mul_le_mul_of_nonneg_left hc hg.le
      rw [term_succ]
      exact ih.trans (le_mul_of_one_le_right (by positivity) (by linarith))
  · -- up to order N they do not increase
    have key : ∀ k : ℕ, n + k ≤ N →
        ((n + k).factorial : ℝ) * g ^ (n + k) ≤ (n.factorial : ℝ) * g ^ n := by
      intro k
      induction k with
      | zero => intro _; exact le_rfl
      | succ k ih =>
        intro hk
        have hc : ((n + k : ℕ) : ℝ) + 1 ≤ N := by
          exact_mod_cast (by omega : n + k + 1 ≤ N)
        have h1 := mul_le_mul_of_nonneg_left hc hg.le
        rw [← Nat.add_assoc, term_succ]
        exact (mul_le_of_le_one_right (by positivity) (by linarith)).trans (ih (by omega))
    have h2 := key (N - n) (by omega)
    rwa [Nat.add_sub_of_le h] at h2

/-- The term of order `N` at coupling `1/N` has size between `√N exp(-N)` and
`e √N exp(-N)`. -/
theorem least_term_size {N : ℕ} (hN : 0 < N) :
    Real.sqrt N * Real.exp (-N) ≤ (N.factorial : ℝ) * (1 / (N : ℝ)) ^ N ∧
    (N.factorial : ℝ) * (1 / (N : ℝ)) ^ N
      ≤ Real.exp 1 * Real.sqrt N * Real.exp (-N) := by
  have hN' : (0 : ℝ) < N := by exact_mod_cast hN
  have hs : 0 < Real.sqrt N := Real.sqrt_pos.2 hN'
  have h2 : 0 < Real.sqrt 2 := Real.sqrt_pos.2 (by norm_num)
  have hE : Real.exp (-(N : ℝ)) = (Real.exp 1 ^ N)⁻¹ := by
    rw [Real.exp_neg, ← Real.exp_nat_mul, mul_one]
  have heq : (N.factorial : ℝ) * (1 / (N : ℝ)) ^ N
      = Stirling.stirlingSeq N * Real.sqrt 2 * (Real.sqrt N * Real.exp (-N)) := by
    rw [Stirling.stirlingSeq, hE, Real.sqrt_mul (by norm_num), div_pow, div_pow, one_pow]
    field_simp
  have hup : Stirling.stirlingSeq N * Real.sqrt 2 ≤ Real.exp 1 := by
    obtain ⟨m, rfl⟩ : ∃ m, N = m + 1 := ⟨N - 1, by omega⟩
    have h : Stirling.stirlingSeq (m + 1) ≤ Stirling.stirlingSeq 1 :=
      Stirling.stirlingSeq'_antitone (Nat.zero_le m)
    rw [Stirling.stirlingSeq_one] at h
    exact (le_div_iff₀ h2).1 h
  have hlow : 1 ≤ Stirling.stirlingSeq N * Real.sqrt 2 := by
    have h3 : 1 ≤ Real.sqrt Real.pi := Real.one_le_sqrt.2 (by linarith [Real.pi_gt_three])
    have h4 := h3.trans (Stirling.sqrt_pi_le_stirlingSeq hN.ne')
    have h5 : 1 ≤ Real.sqrt 2 := Real.one_le_sqrt.2 (by norm_num)
    nlinarith
  have hp : 0 ≤ Real.sqrt N * Real.exp (-N) := by positivity
  rw [heq]
  exact ⟨le_mul_of_one_le_left hp hlow, by
    rw [mul_assoc (Real.exp 1)]
    exact mul_le_mul_of_nonneg_right hup hp⟩

/-- At coupling `1/N` the series truncated after `N` terms has error at most
`e √N exp(-N)`, and truncation after any number `n` of terms has error at least
`√N exp(-N)/3`. -/
theorem optimal_truncation {N : ℕ} (hN : 0 < N) :
    |borelEnergy (1 / N) - perturbationSum (1 / N) N|
      ≤ Real.exp 1 * Real.sqrt N * Real.exp (-N) ∧
    ∀ n : ℕ, Real.sqrt N * Real.exp (-N) / 3
      ≤ |borelEnergy (1 / N) - perturbationSum (1 / N) n| := by
  have hN' : (0 : ℝ) < N := by exact_mod_cast hN
  have hN1 : (1 : ℝ) ≤ N := by exact_mod_cast hN
  obtain ⟨hlow, hup⟩ := least_term_size hN
  obtain ⟨g, hgdef⟩ : ∃ g : ℝ, g = 1 / (N : ℝ) := ⟨_, rfl⟩
  have hg : 0 < g := by rw [hgdef]; positivity
  have hgN : g * N = 1 := by rw [hgdef]; exact one_div_mul_cancel hN'.ne'
  rw [← hgdef] at hlow hup ⊢
  have hI : ∀ n, 0 ≤ remainderIntegral g n := fun n =>
    le_trans (by positivity) (remainder_lower hg.le n)
  have herr : ∀ n, |borelEnergy g - perturbationSum g n|
      = g ^ n * remainderIntegral g n := fun n => by
    rw [truncation_error_eq hg.le, abs_mul, abs_pow, abs_neg, abs_of_pos hg,
      abs_of_nonneg (hI n)]
  constructor
  · have h1 : remainderIntegral g N ≤ (N.factorial : ℝ) := by
      have h2 := remainder_recurrence hg.le N
      have h3 := mul_nonneg hg.le (hI (N + 1))
      linarith
    have h4 := mul_le_mul_of_nonneg_left h1 (pow_pos hg N).le
    rw [herr]
    linarith
  · intro n
    have hT : (N.factorial : ℝ) * g ^ N * (1 + g * (n + 1))
        ≤ (n.factorial : ℝ) * g ^ n * 3 := by
      rcases le_or_gt n N with h | h
      · have hc : (n : ℝ) + 1 ≤ 2 * N := by
          have : (n : ℝ) ≤ N := by exact_mod_cast h
          linarith
        have h1 := mul_le_mul_of_nonneg_left hc hg.le
        exact mul_le_mul (least_term hg hgN n) (by linarith) (by positivity) (by positivity)
      · -- past order N, compare with the preceding term
        obtain ⟨m, rfl⟩ : ∃ m, n = m + 1 := ⟨n - 1, by omega⟩
        have hc : (N : ℝ) + m + 2 ≤ 3 * (m + 1) := by
          exact_mod_cast (by omega : N + m + 2 ≤ 3 * (m + 1))
        have h1 := mul_le_mul_of_nonneg_left hc hg.le
        rw [term_succ, mul_assoc ((m.factorial : ℝ) * g ^ m)]
        refine mul_le_mul (least_term hg hgN m) ?_ (by positivity) (by positivity)
        push_cast
        linarith
    have h5 := mul_le_mul_of_nonneg_left (remainder_lower hg.le n) (pow_pos hg n).le
    rw [herr]
    calc Real.sqrt N * Real.exp (-N) / 3 ≤ (N.factorial : ℝ) * g ^ N / 3 := by linarith
      _ ≤ (n.factorial : ℝ) * g ^ n / (1 + g * (n + 1)) := by
          rw [div_le_div_iff₀ (by norm_num) (by positivity)]
          exact hT
      _ = g ^ n * ((n.factorial : ℝ) / (1 + g * (n + 1))) := by ring
      _ ≤ _ := h5

end

end OptimalTruncation
```

```lean
#print axioms OptimalTruncation.optimal_truncation
-- 'OptimalTruncation.optimal_truncation' depends on axioms: [propext, Classical.choice, Quot.sound]
```

## A model energy and its truncated series

The exact quantity is `borelEnergy g`,

\[
E(g)=\int_0^\infty \frac{e^{-t}}{1+gt}\,dt .
\]

Expanding \(1/(1+gt)\) in powers of \(g\) and integrating term by term gives the series with terms \((-g)^k k!\). The integral \(E(g)\) is called the Borel integral of this series: dividing the \(k\)-th term by \(k!\) and multiplying it by \(t^k\) gives back the expansion of \(1/(1+gt)\), which is then integrated against \(e^{-t}\). The expansion converges only for \(gt<1\), while the integral runs over all \(t>0\), and the factorials are the price. The sum of the first \(n\) terms is `perturbationSum g n`,

\[
S_n(g)=\sum_{k=0}^{n-1}(-g)^k k! .
\]

The theorem `optimal_truncation` assumes only `0 < N` and states two things at \(g=1/N\):

\[
|E-S_N|\le e\sqrt N\,e^{-N},
\qquad
|E-S_n|\ge \tfrac13\sqrt N\,e^{-N}\ \text{ for every } n .
\]

Stopping after \(N\) terms is therefore within a factor \(3e\) of the best possible truncation. At \(g=0.1\), the error after ten terms is at most about \(3.9\times10^{-4}\), and no truncation brings it below about \(4.8\times10^{-5}\).

The bound \(e\sqrt N\,e^{-N}\) tends to zero as \(N\) grows, but this does not mean that the series converges: changing \(N\) also changes the coupling. At a fixed coupling, the second inequality keeps every partial sum away from \(E\).

The ground-state energy of the quartic anharmonic oscillator also has a factorially divergent perturbation series, and this one-parameter integral imitates that growth without being derived from a Hamiltonian. Møller–Plesset series in a finite basis are different: with a non-degenerate reference state they have a non-zero radius of convergence in the perturbation strength. If that radius is below 1, they still diverge at the physical strength 1, but their terms grow at most geometrically and not factorially, so the estimate does not carry over to them. The theorem also treats only couplings of the form \(1/N\), with exactly known coefficients.

## The exact truncation error

Let \(I_n\) denote `remainderIntegral g n`,

\[
I_n=\int_0^\infty \frac{e^{-t}t^n}{1+gt}\,dt .
\]

The Gamma integral gives \(\int_0^\infty e^{-t}t^n\,dt=n!\), which is `moment_eq`. For \(g\ge0\) the denominator is at least 1, so \(I_n\) converges by comparison with this moment (`remainder_integrable`). Adding integrands cancels the denominator:

\[
I_n+g\,I_{n+1}=\int_0^\infty e^{-t}t^n\,\frac{1+gt}{1+gt}\,dt=n! .
\]

This is `remainder_recurrence`. It yields, by induction, the identity `truncation_error_eq`,

\[
E-S_n=(-g)^n I_n .
\]

For \(n=0\) the sum is empty and \(I_0=E\). In the step, subtracting the next term gives

\[
E-S_{n+1}=(-g)^n(I_n-n!)=(-g)^n(-g\,I_{n+1})=(-g)^{n+1}I_{n+1},
\]

which `linear_combination` assembles from the induction hypothesis and the recurrence.

The condition \(g\ge0\) is needed. At \(g=-1\) the integrand has a non-integrable pole at \(t=1\), and \(E\) does not exist as an ordinary integral. Lean assigns such integrals the value 0, so at \(n=1\) the identity would read \(0-1=0\).

## Bounding the remainder from both sides

Since \(I_{N+1}\ge0\), the recurrence gives \(I_N\le N!\), and hence \(|E-S_N|\le N!\,g^N\).

For the lower bound, weight \(t\) by \(e^{-t}t^n/n!\). Its mean is \(n+1\), so the mean of \(1+gt\) is \(a=1+g(n+1)\). The tangent line to \(1/x\) at \(x=a\) lies below the curve, because for \(x>0\)

\[
\frac1x-\frac{2a-x}{a^2}=\frac{(a-x)^2}{a^2x}\ge0 .
\]

Setting \(x=1+gt\) and integrating against \(e^{-t}t^n\) gives `remainder_lower`:

\[
I_n\ge n!\,\frac{2a-a}{a^2}=\frac{n!}{1+g(n+1)} .
\]

In Lean, `nlinarith` receives the square \((a-x)^2\) as its hint, and `setIntegral_mono_on` carries the pointwise inequality to the integrals.

## The smallest term and its size

Write \(T_n=n!\,g^n\) for the size of the term of order \(n\). By `term_succ`, \(T_{n+1}=g(n+1)\,T_n\). At \(g=1/N\) the factor is at most 1 while \(n+1\le N\) and at least 1 afterwards, so \(T_N\le T_n\) for every \(n\). The lemma `least_term` proves this by one induction on each side of \(N\).

Stirling's sequence \(s_N=N!/\bigl(\sqrt{2N}\,(N/e)^N\bigr)\) turns the smallest term into

\[
T_N=\frac{N!}{N^N}=\sqrt2\,s_N\,\sqrt N\,e^{-N}.
\]

Mathlib supplies that \(s_N\) decreases from \(s_1=e/\sqrt2\) and stays at or above \(\sqrt\pi\). Hence \(1\le\sqrt2\,s_N\le e\), and `least_term_size` follows:

\[
\sqrt N\,e^{-N}\le T_N\le e\sqrt N\,e^{-N}.
\]

The upper half, with \(|E-S_N|\le T_N\), proves the first claim of `optimal_truncation`.

For the second claim, the error identity and the tangent bound give

\[
|E-S_n|\ge \frac{T_n}{1+g(n+1)},
\]

and it remains to show that the right-hand side is at least \(T_N/3\).

- If \(n\le N\), then \(n+1\le2N\), so the denominator is at most 3, and \(T_n\ge T_N\).
- If \(n>N\), write \(n=m+1\) with \(m\ge N\). Then \(T_n=g(m+1)\,T_m\ge g(m+1)\,T_N\). The denominator \(1+g(m+2)\) is at most \(3g(m+1)\), because multiplying by \(N\) turns this into \(N+m+2\le3(m+1)\), which holds for \(m\ge N\ge1\).

In the second case \(T_n\ge T_N\) alone would not be enough, because the denominator is unbounded in \(n\). The factor \(g(m+1)\) gained from the preceding term compensates for it.
